# The density of a nodeless real orbital fixes its potential up to a constant

Derivatives in space are taken here along the coordinate lines. A point is $x=(x_i)$, with $i$ running over a finite set of $d$ axes, and $e_i$ is the unit vector along axis $i$. For a real function $f$, the derivatives $\partial_i f(x)$ and $\partial_i^2 f(x)$ are the first and second derivatives of $t\mapsto f(x+te_i)$ at $t=0$, and

$$|\nabla f|^2=\sum_i(\partial_i f)^2,\qquad \Delta f=\sum_i\partial_i^2 f .$$

For smooth functions these are the usual squared gradient and Laplacian. The choice reduces the calculus to functions of one variable.

Let $f$ be a real orbital that vanishes nowhere and is twice differentiable along every coordinate line, and let $n=f^2$ be its density. In atomic units, with a potential $v$ and an energy $e$,

$$-\tfrac12\Delta f+vf=ef\quad\Longleftrightarrow\quad v=e-\frac{|\nabla n|^2}{8n^2}+\frac{\Delta n}{4n}.$$

In density functional theory this gives the potential, up to the constant $e$, explicitly from the density for one electron in such a nodeless orbital, or for two non-interacting electrons that share it. In the second case the density is $2f^2$, and the factor 2 cancels in the formula.

## From the orbital to the density and back

On a line, the product rule applied to $n=f^2$ gives

$$n'=2ff',\qquad n''=2f'^2+2ff''.$$

Applying this along each axis and summing gives

$$|\nabla n|^2=4f^2|\nabla f|^2,\qquad \Delta n=2|\nabla f|^2+2f\,\Delta f .$$

Define the Weizsaecker potential $W=|\nabla n|^2/(8n^2)-\Delta n/(4n)$. Since $n=f^2\neq0$,

$$W=\frac{4f^2|\nabla f|^2}{8f^4}-\frac{2|\nabla f|^2+2f\Delta f}{4f^2}
=\frac{|\nabla f|^2}{2f^2}-\frac{|\nabla f|^2}{2f^2}-\frac{\Delta f}{2f}=-\frac{\Delta f}{2f}.$$

Dividing the Schroedinger equation by $f$ turns it into $W+v=e$, which is the stated formula. Multiplying by $f$ leads back.

If a density $n>0$, twice differentiable along every coordinate line, is given first, take $f=\sqrt n$. On a line, $f'=n'/(2\sqrt n)$ is a quotient of differentiable functions with a nonzero denominator, so $f$ is twice differentiable. In one dimension the identity for $W$ then reads

$$-\frac{(\sqrt n)''}{2\sqrt n}=\frac{n'^2}{8n^2}-\frac{n''}{4n}.$$

In any dimension, $\sqrt n$ solves the equation with potential $e-W$. If two potentials $v$ and $w$ have nodeless solutions with the same density, at energies $e$ and $e'$, then $v=e-W$ and $w=e'-W$, so $v-w=e-e'$.

## A Gaussian and its flat limit

For $n=\exp(-\omega|x|^2)$ we have $\partial_i n=-2\omega x_i n$ and $\partial_i^2n=(4\omega^2x_i^2-2\omega)n$. Therefore

$$W=\frac{\omega^2|x|^2}{2}-\left(\omega^2|x|^2-\frac{d\omega}{2}\right)=\frac{d\omega}{2}-\frac{\omega^2|x|^2}{2}.$$

The choice $e=d\omega/2$ gives $v=\omega^2|x|^2/2$, the harmonic oscillator. For $\omega>0$ the normalised density is $(\omega/\pi)^{d/2}\exp(-\omega|x|^2)$. It has the same $W$, because a constant factor in $n$ cancels.

At $\omega=0$ the density is constant, $W=0$ and $v=e$: a constant orbital belongs to a flat potential. The smallest space, $d=0$, is a single point. Both sums are then empty, and the equivalence reduces to $vf=ef\Leftrightarrow v=e$.

## Derivatives along the axes in Lean

```lean
import Mathlib

open Finset

namespace WeizsaeckerInversion

noncomputable section

variable {ι : Type*} [DecidableEq ι]
```

The type `ι` labels the axes, and a point of space is a function `ι → ℝ`.

```lean
/-- The restriction of a function on space to the line through `x` along axis `i`. -/
def alongAxis (f : (ι → ℝ) → ℝ) (x : ι → ℝ) (i : ι) (t : ℝ) : ℝ :=
  f (x + t • (Pi.single i (1 : ℝ) : ι → ℝ))
```

This is the function $t\mapsto f(x+te_i)$, with `Pi.single i 1` as the unit vector $e_i$.

```lean
/-- The function is twice differentiable along every coordinate line. -/
def TwiceDiff (f : (ι → ℝ) → ℝ) : Prop :=
  ∀ x i, Differentiable ℝ (alongAxis f x i) ∧ Differentiable ℝ (deriv (alongAxis f x i))
```

The condition covers every coordinate line through every point. It asks for neither continuous second derivatives nor differentiability in oblique directions. It does exclude the hydrogen 1s orbital, which has a cusp at the point nucleus. Lean's `deriv` returns zero where no derivative exists, and this hypothesis ensures that the derivatives of the orbital are genuine.

```lean
variable [Fintype ι]

/-- The squared length of the gradient, `|∇f|²`. -/
def gradSq (f : (ι → ℝ) → ℝ) (x : ι → ℝ) : ℝ :=
  ∑ i, (deriv (alongAxis f x i) 0) ^ 2

/-- The Laplacian `Δf`, the sum of the second derivatives along the axes. -/
def lap (f : (ι → ℝ) → ℝ) (x : ι → ℝ) : ℝ :=
  ∑ i, deriv (deriv (alongAxis f x i)) 0
```

These are $|\nabla f|^2$ and $\Delta f$ as defined at the start; the finiteness of `ι` enters with the sums.

```lean
/-- The Weizsaecker potential `|∇n|²/(8n²) - Δn/(4n)` of a density `n`. -/
def weizsaeckerPotential (n : (ι → ℝ) → ℝ) (x : ι → ℝ) : ℝ :=
  gradSq n x / (8 * n x ^ 2) - lap n x / (4 * n x)
```

This is $W$. It is also the functional derivative of the Weizsaecker kinetic energy $\int|\nabla n|^2/(8n)$. The inequality that makes this energy a lower bound to the kinetic energy of several occupied orbitals is a different statement and plays no part here.

```lean
/-- The stationary Schroedinger equation `-Δf/2 + v f = e f` in atomic units. -/
def Schroedinger (v : (ι → ℝ) → ℝ) (e : ℝ) (f : (ι → ℝ) → ℝ) : Prop :=
  ∀ x, -lap f x / 2 + v x * f x = e * f x
```

The equation is required at every point, with unit mass and $\hbar=1$. The potential is an arbitrary real function. Normalisation and boundary conditions are absent, so a solution need not be a bound state and `e` may be any real number. For a fixed orbital, adding a constant to `e` adds the same constant to the potential, which is the freedom to choose the zero of energy.

## The identity on a line

```lean
/-- First and second derivative of the density `n = f²` on a line, in terms of the orbital. -/
theorem density_derivs (f n : ℝ → ℝ) (h : ∀ t, n t = f t ^ 2) (hf : Differentiable ℝ f)
    (hf' : Differentiable ℝ (deriv f)) (x : ℝ) :
    deriv n x = 2 * f x * deriv f x ∧
      deriv (deriv n) x = 2 * (deriv f x) ^ 2 + 2 * f x * deriv (deriv f) x := by
  have hn : n = fun t => f t ^ 2 := funext h
  have h1 : deriv n = fun t => 2 * f t * deriv f t := by
    funext t
    rw [hn]
    exact (((hf t).hasDerivAt.fun_pow 2).congr_deriv (by norm_num)).deriv
  refine ⟨congrFun h1 x, ?_⟩
  have h2 : HasDerivAt (fun t => 2 * f t * deriv f t)
      (2 * deriv f x * deriv f x + 2 * f x * deriv (deriv f) x) x :=
    ((hf x).hasDerivAt.const_mul (2 : ℝ)).fun_mul (hf' x).hasDerivAt
  rw [h1, h2.deriv]
  ring
```

The first derivative is established as an equality of functions, `h1`, because it has to be differentiated again. The product rule then gives `h2`, and `ring` brings the result into the form $2f'^2+2ff''$.

```lean
/-- The square root of a positive, twice differentiable density on the line is twice
differentiable. -/
theorem sqrt_twice_differentiable (n : ℝ → ℝ) (hn : Differentiable ℝ n)
    (hn' : Differentiable ℝ (deriv n)) (pos : ∀ t, 0 < n t) :
    Differentiable ℝ (fun t => √(n t)) ∧ Differentiable ℝ (deriv fun t => √(n t)) := by
  have hd : ∀ t, HasDerivAt (fun t => √(n t)) (deriv n t / (2 * √(n t))) t :=
    fun t => (hn t).hasDerivAt.sqrt (pos t).ne'
  refine ⟨fun t => (hd t).differentiableAt, ?_⟩
  have h : deriv (fun t => √(n t)) = fun t => deriv n t / (2 * √(n t)) :=
    funext fun t => (hd t).deriv
  rw [h]
  intro t
  exact ((hn' t).hasDerivAt.fun_div ((hd t).const_mul (2 : ℝ))
    (mul_pos two_pos (Real.sqrt_pos.2 (pos t))).ne').differentiableAt
```

Here `hd` is the formula $(\sqrt n)'=n'/(2\sqrt n)$. The quotient rule supplies the second derivative, and positivity of $n$ keeps the denominator away from zero.

```lean
/-- On the line, `-(√n)''/(2√n) = n'²/(8n²) - n''/(4n)` for a positive, twice differentiable
density. -/
theorem weizsaecker_identity_line (n : ℝ → ℝ) (hn : Differentiable ℝ n)
    (hn' : Differentiable ℝ (deriv n)) (pos : ∀ t, 0 < n t) (x : ℝ) :
    -deriv (deriv fun t => √(n t)) x / (2 * √(n x)) =
      (deriv n x) ^ 2 / (8 * n x ^ 2) - deriv (deriv n) x / (4 * n x) := by
  obtain ⟨h1, h2⟩ := sqrt_twice_differentiable n hn hn' pos
  obtain ⟨a, b⟩ := density_derivs (fun t => √(n t)) n
    (fun t => (Real.sq_sqrt (pos t).le).symm) h1 h2 x
  have hs : √(n x) ≠ 0 := (Real.sqrt_pos.2 (pos x)).ne'
  have hx : n x = √(n x) ^ 2 := (Real.sq_sqrt (pos x).le).symm
  rw [a, b]
  -- from here on only the number `√(n x)` matters
  generalize √(n x) = s at *
  rw [hx]
  field_simp
  ring
```

The proof applies `density_derivs` to the orbital $\sqrt n$. After $n'$ and $n''$ have been replaced, the square root matters only as a nonzero number $s$ with $n(x)=s^2$. `generalize` gives it that name, and `field_simp` and `ring` carry out the cancellation shown above.

## Any number of dimensions

```lean
/-- In any dimension, `-Δf/(2f)` equals the Weizsaecker potential of the density `n = f²` wherever
the orbital `f`, twice differentiable along every coordinate line, does not vanish. -/
theorem weizsaecker_identity (f n : (ι → ℝ) → ℝ) (h : ∀ x, n x = f x ^ 2)
    (hf : TwiceDiff f) (x : ι → ℝ) (hx : f x ≠ 0) :
    -lap f x / (2 * f x) = weizsaeckerPotential n x := by
  have h0 : ∀ i, alongAxis f x i 0 = f x := fun i => by simp [alongAxis]
  have key := fun i => density_derivs (alongAxis f x i) (alongAxis n x i)
    (fun t => h _) (hf x i).1 (hf x i).2 0
  -- `|∇n|² = 4 f² |∇f|²`
  have hg : gradSq n x = 4 * f x ^ 2 * gradSq f x := by
    unfold gradSq
    rw [mul_sum]
    refine sum_congr rfl fun i _ => ?_
    rw [(key i).1, h0]
    ring
  -- `Δn = 2 |∇f|² + 2 f Δf`
  have hl : lap n x = 2 * gradSq f x + 2 * f x * lap f x := by
    unfold lap gradSq
    rw [mul_sum, mul_sum, ← sum_add_distrib]
    refine sum_congr rfl fun i _ => ?_
    rw [(key i).2, h0]
  unfold weizsaeckerPotential
  rw [hg, hl, h x]
  field_simp
  ring
```

The statements `hg` and `hl` are the two summed formulas for $|\nabla n|^2$ and $\Delta n$, proved term by term. The final algebra cancels the two gradient terms. The orbital is assumed to be nonzero only at the point `x` in question.

The step from one dimension to many turns on `alongAxis` being an ordinary function from `ℝ` to `ℝ`. In `key`, the one-dimensional lemma needs to know that the restricted density is the square of the restricted orbital. By definition, `alongAxis n x i t` is `n` evaluated at $x+te_i$, so this is the hypothesis `h` at that point, and the short term `fun t => h _` proves it. Neither a multivariable chain rule nor a total derivative is needed. The lemma returns values at $t=0$, and `h0` identifies the restricted orbital there with `f x`.

```lean
/-- A nowhere vanishing orbital `f`, twice differentiable along every coordinate line, with density
`n = f²` solves the Schroedinger equation with potential `v` and energy `e` exactly when `v = e -
|∇n|²/(8n²) + Δn/(4n)`. -/
theorem schroedinger_iff_potential (f n v : (ι → ℝ) → ℝ) (e : ℝ) (h : ∀ x, n x = f x ^ 2)
    (hf : TwiceDiff f) (hne : ∀ x, f x ≠ 0) :
    Schroedinger v e f ↔
      ∀ x, v x = e - gradSq n x / (8 * n x ^ 2) + lap n x / (4 * n x) := by
  refine forall_congr' fun x => ?_
  have hx := hne x
  have k : lap f x = -(2 * f x) * weizsaeckerPotential n x := by
    rw [← weizsaecker_identity f n h hf x hx]
    field_simp
  unfold weizsaeckerPotential at k
  constructor
  · intro hs
    -- cancel the orbital
    apply mul_right_cancel₀ hx
    linear_combination hs + k / 2
  · intro hv
    linear_combination f x * hv - k / 2
```

Both sides of the equivalence are statements about all points, so `forall_congr'` reduces the claim to a single `x`. The identity is rewritten as $\Delta f=-2fW$, called `k`. The absence of nodes is used in deriving `k`, and again in the forward direction, where `mul_right_cancel₀` cancels the factor `f x`. In the converse direction, the potential formula is multiplied by `f x`. Each `linear_combination` names the multiples of the known equations that add up to the goal.

## Existence and uniqueness of the potential

```lean
/-- For every positive, twice differentiable density `n` and every energy `e`, the orbital `√n`
solves the Schroedinger equation whose potential is `e` minus the Weizsaecker potential. -/
theorem sqrt_density_solves (n : (ι → ℝ) → ℝ) (e : ℝ) (hn : TwiceDiff n)
    (pos : ∀ x, 0 < n x) :
    Schroedinger (fun x => e - weizsaeckerPotential n x) e (fun x => √(n x)) := by
  have hs : TwiceDiff (fun x => √(n x)) := fun x i =>
    sqrt_twice_differentiable (alongAxis n x i) (hn x i).1 (hn x i).2 (fun t => pos _)
  refine (schroedinger_iff_potential _ n _ e (fun x => (Real.sq_sqrt (pos x).le).symm) hs
    (fun x => (Real.sqrt_pos.2 (pos x)).ne')).2 fun x => ?_
  simp only [weizsaeckerPotential]
  ring
```

The square-root lemma is applied along every coordinate line to show that $\sqrt n$ satisfies `TwiceDiff`. The equivalence, read from right to left, then gives the Schroedinger equation. The theorem doesn't say that $\sqrt n$ is a ground state.

```lean
/-- If nowhere vanishing solutions for two potentials are twice differentiable along every
coordinate line and have the same density, the potentials differ by the constant `e - e'`. -/
theorem potential_unique (f g v w : (ι → ℝ) → ℝ) (e e' : ℝ) (hf : TwiceDiff f)
    (hg : TwiceDiff g) (hf0 : ∀ x, f x ≠ 0) (hg0 : ∀ x, g x ≠ 0)
    (same : ∀ x, f x ^ 2 = g x ^ 2) (hv : Schroedinger v e f) (hw : Schroedinger w e' g)
    (x : ι → ℝ) : v x - w x = e - e' := by
  have a := (schroedinger_iff_potential f (fun y => f y ^ 2) v e (fun _ => rfl) hf hf0).1 hv x
  have b := (schroedinger_iff_potential g (fun y => f y ^ 2) w e' same hg hg0).1 hw x
  linear_combination a - b
```

Both solutions are described by the single density $f^2$; the hypothesis `same` says that it is also the density of `g`. Subtracting the two potential formulas removes $W$. This is a density-to-potential uniqueness result for single nodeless orbitals, without interaction between electrons.

## The Gaussian in Lean

```lean
/-- The unnormalised Gaussian density `exp(-ω|x|²)`. -/
def gaussianDensity (ω : ℝ) (x : ι → ℝ) : ℝ := Real.exp (-ω * ∑ i, x i ^ 2)
```

The parameter `ω` may be any real number, although only positive values give a normalisable density when $d\geq1$.

```lean
/-- In `d` dimensions the Weizsaecker potential of the Gaussian density `exp(-ω|x|²)` is
`dω/2 - ω²|x|²/2`. -/
theorem weizsaeckerPotential_gaussian (ω : ℝ) (x : ι → ℝ) :
    weizsaeckerPotential (gaussianDensity ω) x =
      Fintype.card ι * ω / 2 - ω ^ 2 / 2 * ∑ i, x i ^ 2 := by
  obtain ⟨S, hS⟩ : ∃ S, S = ∑ i, x i ^ 2 := ⟨_, rfl⟩
  -- along each axis the exponent is a quadratic polynomial
  have hl : ∀ i, alongAxis (gaussianDensity ω) x i =
      fun t => Real.exp (-ω * (S + 2 * t * x i + t ^ 2)) := by
    intro i
    funext t
    have hj : ∀ j, (x + t • (Pi.single i (1 : ℝ) : ι → ℝ)) j ^ 2 =
        x j ^ 2 + (if j = i then 2 * t * x j + t ^ 2 else 0) := by
      intro j
      by_cases hji : j = i
      · subst hji
        simp
        ring
      · simp [hji]
    unfold alongAxis gaussianDensity
    rw [sum_congr rfl fun j _ => hj j, sum_add_distrib, sum_ite_eq', ← hS]
    simp only [mem_univ, if_true]
    congr 1
    ring
  have hq : ∀ i t, HasDerivAt (fun t => Real.exp (-ω * (S + 2 * t * x i + t ^ 2)))
      (Real.exp (-ω * (S + 2 * t * x i + t ^ 2)) * (-ω * (2 * x i + 2 * t))) t := by
    intro i t
    have h1 := ((((hasDerivAt_id' t).const_mul (2 : ℝ)).mul_const (x i)).const_add S).fun_add
      ((hasDerivAt_id' t).fun_pow 2)
    exact ((h1.const_mul (-ω)).congr_deriv (by norm_num)).exp
  have d1 : ∀ i, deriv (alongAxis (gaussianDensity ω) x i) = fun t =>
      Real.exp (-ω * (S + 2 * t * x i + t ^ 2)) * (-ω * (2 * x i + 2 * t)) := by
    intro i
    rw [hl i]
    exact funext fun t => (hq i t).deriv
  have h0 : ∀ i, S + 2 * 0 * x i + 0 ^ 2 = S := fun i => by ring
  have d2 : ∀ i, deriv (deriv (alongAxis (gaussianDensity ω) x i)) 0 =
      4 * ω ^ 2 * Real.exp (-ω * S) * x i ^ 2 - 2 * ω * Real.exp (-ω * S) := by
    intro i
    have h2 : HasDerivAt (fun t : ℝ => -ω * (2 * x i + 2 * t)) (-ω * (2 * 1)) 0 :=
      (((hasDerivAt_id' (0 : ℝ)).const_mul (2 : ℝ)).const_add (2 * x i)).const_mul (-ω)
    rw [d1 i, ((hq i 0).fun_mul h2).deriv, h0]
    ring
  have hg : gradSq (gaussianDensity ω) x =
      4 * ω ^ 2 * Real.exp (-ω * S) ^ 2 * ∑ i, x i ^ 2 := by
    unfold gradSq
    rw [mul_sum]
    refine sum_congr rfl fun i _ => ?_
    rw [d1 i]
    beta_reduce
    rw [h0]
    ring
  have hlap : lap (gaussianDensity ω) x =
      4 * ω ^ 2 * Real.exp (-ω * S) * ∑ i, x i ^ 2
        - Fintype.card ι * (2 * ω * Real.exp (-ω * S)) := by
    unfold lap
    rw [sum_congr rfl fun i _ => d2 i, sum_sub_distrib, ← mul_sum, sum_const, card_univ,
      nsmul_eq_mul]
  have hn : gaussianDensity ω x = Real.exp (-ω * S) := by rw [hS, gaussianDensity]
  have hE : Real.exp (-ω * S) ≠ 0 := Real.exp_ne_zero _
  unfold weizsaeckerPotential
  rw [hg, hlap, hn]
  generalize Real.exp (-ω * S) = E at hE ⊢
  field_simp
  ring

end

end WeizsaeckerInversion
```

With $S=|x|^2$, the restricted density in `hl` is $\exp(-\omega(S+2tx_i+t^2))$. The statements `d1` and `d2` give its first derivative along the line and its second derivative at $t=0$. Summing over the axes yields `hg` and `hlap`, where the constant term is counted once per axis and produces `Fintype.card ι`, the dimension $d$. The exponential is then treated as a nonzero number `E`, which cancels from both fractions.

```lean
#print axioms WeizsaeckerInversion.weizsaecker_identity_line
-- 'WeizsaeckerInversion.weizsaecker_identity_line' depends on axioms: [propext, Classical.choice, Quot.sound]
#print axioms WeizsaeckerInversion.sqrt_density_solves
-- 'WeizsaeckerInversion.sqrt_density_solves' depends on axioms: [propext, Classical.choice, Quot.sound]
#print axioms WeizsaeckerInversion.potential_unique
-- 'WeizsaeckerInversion.potential_unique' depends on axioms: [propext, Classical.choice, Quot.sound]
#print axioms WeizsaeckerInversion.weizsaeckerPotential_gaussian
-- 'WeizsaeckerInversion.weizsaeckerPotential_gaussian' depends on axioms: [propext, Classical.choice, Quot.sound]
```
